# Direct ring-CCD amplitudes decrease in the matrix order as a positive semidefinite coupling grows at fixed positive definite gap matrix, provided $1-T^2$ is positive definite at the weaker coupling

A ring-CCD amplitude is taken here to be any real symmetric solution $T$ of

$$K+(D+K)T+T(D+K)+TKT=0,$$

whether or not an iterative solver would find it. The matrices act on a finite set of particle-hole excitations. $D$ holds the orbital gaps and $K$ the direct Coulomb coupling between these excitations, computed with real orbitals, with spin factors absorbed and exchange left out. In the matrix order, $T_2\le T_1$ means that $T_1-T_2$ is positive semidefinite. The equation can have several solutions; requiring $1-T^2$ to be positive definite selects those with all eigenvalues strictly between $-1$ and $1$.

In Lean 4 with Mathlib:

```lean
import Mathlib

open Matrix

namespace RingCCDMonotonicity

noncomputable section

variable {n : Type*} [Fintype n]
```

`IsRingAmplitude D K T` bundles symmetry and the equation. Over the reals, `IsHermitian` means symmetric and `ᴴ` is the transpose.

```lean
/-- `T` is a real symmetric solution of the ring-CCD amplitude equation with gap matrix `D`
and coupling `K`. -/
def IsRingAmplitude (D K T : Matrix n n ℝ) : Prop :=
  T.IsHermitian ∧ K + (D + K) * T + T * (D + K) + T * K * T = 0
```

**(a)** Let $X$ be symmetric, $P$ positive definite and $x\cdot Xx<0$. Find $\mu<0$ and $v\neq0$ with $Xv=\mu Pv$.

The quotient $f(y)=(y\cdot Xy)/(y\cdot Py)$ is continuous on the compact unit sphere, so it has a minimum $\mu=f(v)$ there. Since $f$ ignores scaling, $N=X-\mu P$ satisfies $y\cdot Ny\ge0$ for all $y$, with equality at $v$. For any $w$ and real $\varepsilon$,
$$0\le(v+\varepsilon w)\cdot N(v+\varepsilon w)=2\varepsilon\,w\cdot Nv+\varepsilon^2\,w\cdot Nw,$$
which forces $w\cdot Nv=0$. Hence $Nv=0$, and $\mu\le f(x)<0$. In the code, `hle` is the minimum property and `hnull` is $Nv=0$.

```lean
/-- If a symmetric `X` has a direction of negative expectation value, then the generalised
eigenproblem `X v = μ P v` with positive definite metric `P` has a solution with `μ < 0`. -/
theorem exists_negative_mode {X P : Matrix n n ℝ} (hX : X.IsHermitian) (hP : P.PosDef)
    {x : n → ℝ} (hx : x ⬝ᵥ X *ᵥ x < 0) :
    ∃ μ : ℝ, μ < 0 ∧ ∃ v : n → ℝ, v ≠ 0 ∧ X *ᵥ v = μ • (P *ᵥ v) := by
  have hpos : ∀ v : n → ℝ, v ≠ 0 → 0 < v ⬝ᵥ P *ᵥ v := fun v hv => by
    have h := hP.dotProduct_mulVec_pos hv
    rwa [star_trivial] at h
  have hx0 : x ≠ 0 := by
    rintro rfl
    simp at hx
  have hc : ∀ M : Matrix n n ℝ, Continuous fun v : n → ℝ => v ⬝ᵥ M *ᵥ v := fun M => by
    simp only [dotProduct, Matrix.mulVec]
    fun_prop
  have hmem : ∀ y : n → ℝ, y ≠ 0 → ‖y‖⁻¹ • y ∈ Metric.sphere (0 : n → ℝ) 1 := fun y hy => by
    rw [mem_sphere_zero_iff_norm, norm_smul, norm_inv, norm_norm,
      inv_mul_cancel₀ (norm_ne_zero_iff.2 hy)]
  -- minimise the Rayleigh quotient on the unit sphere
  let f : (n → ℝ) → ℝ := fun v => (v ⬝ᵥ X *ᵥ v) / (v ⬝ᵥ P *ᵥ v)
  have hne : ∀ v ∈ Metric.sphere (0 : n → ℝ) 1, v ≠ 0 := by
    rintro v hv rfl
    simp at hv
  have hf : ContinuousOn f (Metric.sphere (0 : n → ℝ) 1) :=
    (hc X).continuousOn.div (hc P).continuousOn fun v hv => (hpos v (hne v hv)).ne'
  obtain ⟨v, hv, hmin⟩ := (isCompact_sphere (0 : n → ℝ) 1).exists_isMinOn ⟨_, hmem x hx0⟩ hf
  have hle : ∀ y : n → ℝ, y ≠ 0 → f v * (y ⬝ᵥ P *ᵥ y) ≤ y ⬝ᵥ X *ᵥ y := fun y hy => by
    have h : f v ≤ f (‖y‖⁻¹ • y) := hmin (hmem y hy)
    have hs : f (‖y‖⁻¹ • y) = f y := by
      have h0 : ‖y‖⁻¹ ≠ 0 := inv_ne_zero (norm_ne_zero_iff.2 hy)
      simp only [f, Matrix.mulVec_smul, smul_dotProduct, dotProduct_smul, smul_eq_mul]
      rw [mul_div_mul_left _ _ h0, mul_div_mul_left _ _ h0]
    rw [hs] at h
    exact (le_div_iff₀ (hpos y hy)).1 h
  have hform : ∀ y : n → ℝ, star y ⬝ᵥ (X - f v • P) *ᵥ y
      = y ⬝ᵥ X *ᵥ y - f v * (y ⬝ᵥ P *ᵥ y) := fun y => by
    rw [star_trivial, Matrix.sub_mulVec, Matrix.smul_mulVec, dotProduct_sub, dotProduct_smul,
      smul_eq_mul]
  have hN : (X - f v • P).PosSemidef := by
    refine Matrix.PosSemidef.of_dotProduct_mulVec_nonneg ?_ fun y => ?_
    · change (X - f v • P)ᴴ = _
      rw [conjTranspose_sub, conjTranspose_smul, hX.eq, hP.isHermitian.eq, star_trivial]
    · rw [hform]
      by_cases hy : y = 0
      · simp [hy]
      · linarith [hle y hy]
  -- the minimiser is a null vector of the shifted matrix
  have hnull : (X - f v • P) *ᵥ v = 0 := by
    refine (hN.dotProduct_mulVec_zero_iff v).1 ?_
    have h : f v * (v ⬝ᵥ P *ᵥ v) = v ⬝ᵥ X *ᵥ v := div_mul_cancel₀ _ (hpos v (hne v hv)).ne'
    rw [hform, h, sub_self]
  refine ⟨f v, ?_, v, hne v hv, ?_⟩
  · by_contra h
    have h1 := mul_nonneg (not_lt.1 h) (hpos x hx0).le
    linarith [hle x hx0]
  · rw [Matrix.sub_mulVec, Matrix.smul_mulVec] at hnull
    exact sub_eq_zero.1 hnull
```

**(b)** Let $X$ be symmetric, $P$ positive definite, $v\cdot APv>0$ for all $v\ne0$, and $AX+XA^T$ positive semidefinite. Show that $X$ is positive semidefinite.

Otherwise (a) supplies $\mu<0$ and $v$. The two terms are transposes of each other and have equal expectation values (`h2`), so
$$v\cdot(AX+XA^T)v=2\,v\cdot AXv=2\mu\,v\cdot APv<0,$$
a contradiction.

```lean
/-- Lyapunov comparison: if `A P` has positive expectation values for a positive definite `P`,
and `A X + X Aᵀ` is positive semidefinite, then the symmetric matrix `X` is so too. -/
theorem posSemidef_of_lyapunov {A X P : Matrix n n ℝ} (hX : X.IsHermitian) (hP : P.PosDef)
    (hAP : ∀ v : n → ℝ, v ≠ 0 → 0 < v ⬝ᵥ (A * P) *ᵥ v)
    (hQ : (A * X + X * Aᴴ).PosSemidef) : X.PosSemidef := by
  refine Matrix.PosSemidef.of_dotProduct_mulVec_nonneg hX fun x => ?_
  rw [star_trivial]
  by_contra hx
  obtain ⟨μ, hμ, v, hv, hXv⟩ := exists_negative_mode hX hP (not_le.1 hx)
  have h1 : v ⬝ᵥ (A * X) *ᵥ v = μ * (v ⬝ᵥ (A * P) *ᵥ v) := by
    rw [← Matrix.mulVec_mulVec, hXv, Matrix.mulVec_smul, dotProduct_smul, smul_eq_mul,
      Matrix.mulVec_mulVec]
  have h2 : v ⬝ᵥ (X * Aᴴ) *ᵥ v = v ⬝ᵥ (A * X) *ᵥ v := by
    have h : X * Aᴴ = (A * X)ᵀ := by
      rw [← conjTranspose_eq_transpose_of_trivial, conjTranspose_mul, hX.eq]
    rw [h, Matrix.mulVec_transpose, dotProduct_comm, ← Matrix.dotProduct_mulVec]
  have h3 := hQ.dotProduct_mulVec_nonneg v
  rw [star_trivial, Matrix.add_mulVec, dotProduct_add, h2, h1] at h3
  linarith [mul_neg_of_neg_of_pos hμ (hAP v hv)]
```

**(c)** For an amplitude $T$, show that $(D+(1+T)K)(1-T^2)=(1-T)D(1-T)$.

The amplitude equation reads $(1+T)K(1+T)=-DT-TD$. Multiply on the right by $1-T$ and add $D(1-T^2)=(D+DT)(1-T)$:
$$(D+DT-DT-TD)(1-T)=(1-T)D(1-T).$$
`noncomm_ring` does the expansion without commuting any matrices.

```lean
variable [DecidableEq n]

/-- For a ring amplitude, the dressed matrix `D + (1 + T) K` times the metric `1 - T²` equals
the gap matrix `D` multiplied on both sides by `1 - T`. -/
theorem dressed_mul_metric {D K T : Matrix n n ℝ} (h : IsRingAmplitude D K T) :
    (D + (1 + T) * K) * (1 - T * T) = (1 - T) * D * (1 - T) := by
  calc (D + (1 + T) * K) * (1 - T * T)
      = (1 - T) * D * (1 - T)
        + (K + (D + K) * T + T * (D + K) + T * K * T) * (1 - T) := by noncomm_ring
    _ = (1 - T) * D * (1 - T) := by rw [h.2, zero_mul, add_zero]
```

**(d)** Subtract the equations for $(K_1,T_1)$ and $(K_2,T_2)$, which share $D$.

Put $X=T_1-T_2$ and $S_j=1+T_j$. Subtraction gives
$$DX+XD+S_1K_1S_1-S_2K_2S_2=0.$$
Since $S_2=S_1-X$,
$$S_1K_1S_1=S_2K_1S_2+S_1K_1X+XK_1S_1-XK_1X,$$
and therefore
$$(D+S_1K_1)X+X(D+K_1S_1)=S_2(K_2-K_1)S_2+XK_1X.$$

```lean
/-- The difference of two ring amplitudes with the same gap matrix obeys a Sylvester-type equation
whose source contains the change of the coupling and a term quadratic in the difference. -/
theorem difference_equation {D K₁ K₂ T₁ T₂ : Matrix n n ℝ}
    (h₁ : IsRingAmplitude D K₁ T₁) (h₂ : IsRingAmplitude D K₂ T₂) :
    (D + (1 + T₁) * K₁) * (T₁ - T₂) + (T₁ - T₂) * (D + K₁ * (1 + T₁))
      = (1 + T₂) * (K₂ - K₁) * (1 + T₂) + (T₁ - T₂) * K₁ * (T₁ - T₂) := by
  calc (D + (1 + T₁) * K₁) * (T₁ - T₂) + (T₁ - T₂) * (D + K₁ * (1 + T₁))
      = (1 + T₂) * (K₂ - K₁) * (1 + T₂) + (T₁ - T₂) * K₁ * (T₁ - T₂)
        + (K₁ + (D + K₁) * T₁ + T₁ * (D + K₁) + T₁ * K₁ * T₁)
        - (K₂ + (D + K₂) * T₂ + T₂ * (D + K₂) + T₂ * K₂ * T₂) := by noncomm_ring
    _ = _ := by rw [h₁.2, h₂.2, add_zero, sub_zero]
```

**(e)** Let $D$ be positive definite, $K_1$ and $K_2-K_1$ positive semidefinite, and $1-T_1^2$ positive definite. Show that $T_1-T_2$ is positive semidefinite.

Use (b) with $A=D+(1+T_1)K_1$ and $P=1-T_1^2$. By (c), $v\cdot APv=w\cdot Dw$ with $w=(1-T_1)v$. Here $w\neq0$, because $Pv=(1+T_1)w$ and $Pv\ne0$. The right side of (d) is a sum of two positive semidefinite congruences (`q1`, `q2`).

$D$ need not be diagonal, and $T_2$ needs no eigenvalue bound. Existence of the amplitudes is assumed.

The bound on $T_1$ matters already for one mode. With $D=1$ and $K_1=K_2=4$, the equation $4+10t+4t^2=0$ has roots $-1/2$ and $-2$. Taking $T_1=-2$, $T_2=-1/2$ gives $T_1-T_2=-3/2$.

In a direct ring-CCD code, a Cholesky factorisation of $1-T_1^2$ tests this condition after convergence. In a scan that scales up a positive semidefinite $K$ at fixed positive definite $D$, a clearly negative eigenvalue of $T_1-T_2$ then signals an unconverged amplitude or a coding error.

```lean
/-- Amplitude monotonicity: for a positive definite gap matrix and positive semidefinite `K₁`, if
`K₂ - K₁` is positive semidefinite and `1 - T₁²` is positive definite, then `T₁ - T₂` is positive
semidefinite. -/
theorem amplitude_antitone {D K₁ K₂ T₁ T₂ : Matrix n n ℝ} (hD : D.PosDef)
    (hK₁ : K₁.PosSemidef) (hK : (K₂ - K₁).PosSemidef)
    (h₁ : IsRingAmplitude D K₁ T₁) (h₂ : IsRingAmplitude D K₂ T₂)
    (hT₁ : (1 - T₁ * T₁).PosDef) : (T₁ - T₂).PosSemidef := by
  have hX : (T₁ - T₂)ᴴ = T₁ - T₂ := by rw [conjTranspose_sub, h₁.1.eq, h₂.1.eq]
  refine posSemidef_of_lyapunov (A := D + (1 + T₁) * K₁) hX hT₁ (fun v hv => ?_) ?_
  · -- the dressed matrix times the metric is congruent to the gap matrix
    have hS : (1 - T₁)ᵀ = 1 - T₁ := by
      rw [← conjTranspose_eq_transpose_of_trivial, conjTranspose_sub, conjTranspose_one, h₁.1.eq]
    have hw : (1 - T₁) *ᵥ v ≠ 0 := fun h0 => by
      have hp := hT₁.dotProduct_mulVec_pos hv
      have hfac : 1 - T₁ * T₁ = (1 + T₁) * (1 - T₁) := by noncomm_ring
      rw [hfac, ← Matrix.mulVec_mulVec, h0, Matrix.mulVec_zero, dotProduct_zero] at hp
      exact lt_irrefl _ hp
    have hp := hD.dotProduct_mulVec_pos hw
    rw [star_trivial] at hp
    rw [dressed_mul_metric h₁, ← Matrix.mulVec_mulVec, ← Matrix.mulVec_mulVec,
      Matrix.dotProduct_mulVec, ← Matrix.mulVec_transpose, hS]
    exact hp
  · -- both source terms are positive semidefinite
    have hA : (D + (1 + T₁) * K₁)ᴴ = D + K₁ * (1 + T₁) := by
      rw [conjTranspose_add, conjTranspose_mul, conjTranspose_add, conjTranspose_one,
        hD.isHermitian.eq, hK₁.isHermitian.eq, h₁.1.eq]
    have hS : (1 + T₂)ᴴ = 1 + T₂ := by rw [conjTranspose_add, conjTranspose_one, h₂.1.eq]
    have q1 := hK.conjTranspose_mul_mul_same (1 + T₂)
    have q2 := hK₁.conjTranspose_mul_mul_same (T₁ - T₂)
    rw [hS] at q1
    rw [hX] at q2
    rw [hA, difference_equation h₁ h₂]
    exact q1.add q2
```

**(f)** Show that $-T$ is positive semidefinite for every amplitude with positive definite $D$ and positive semidefinite $K$.

Apply (e) with $K_1=0$, $T_1=0$: the metric is $1$, and $0-T$ is positive semidefinite.

```lean
/-- For a positive definite gap matrix and a positive semidefinite coupling, every ring amplitude is
negative semidefinite. -/
theorem amplitude_nonpos {D K T : Matrix n n ℝ} (hD : D.PosDef) (hK : K.PosSemidef)
    (h : IsRingAmplitude D K T) : (-T).PosSemidef := by
  have h0 : IsRingAmplitude D 0 0 := ⟨Matrix.isHermitian_zero, by simp⟩
  have key := amplitude_antitone hD Matrix.PosSemidef.zero (by simpa using hK) h0 h
    (by simpa using (Matrix.PosDef.one : (1 : Matrix n n ℝ).PosDef))
  simpa using key
```

**(g)** Show that $\begin{pmatrix}a&b\\b&c\end{pmatrix}$ is positive definite if $a>0$ and $b^2<ac$.

For a vector $(x_0,x_1)$ with quadratic form $q$,
$$a\,q=(ax_0+bx_1)^2+(ac-b^2)x_1^2,$$
which is positive if $x_1\neq0$. If $x_1=0$, then $q=ax_0^2>0$.

```lean
/-- A real symmetric 2 by 2 matrix with positive first entry and positive determinant is
positive definite. -/
theorem posDef_two {a b c : ℝ} (ha : 0 < a) (h : b ^ 2 < a * c) :
    (!![a, b; b, c] : Matrix (Fin 2) (Fin 2) ℝ).PosDef := by
  rw [Matrix.posDef_iff_dotProduct_mulVec]
  refine ⟨by ext i j; fin_cases i <;> fin_cases j <;> simp, fun x hx => ?_⟩
  have key : star x ⬝ᵥ !![a, b; b, c] *ᵥ x
      = a * x 0 ^ 2 + 2 * b * x 0 * x 1 + c * x 1 ^ 2 := by
    simp [Matrix.mulVec, dotProduct, Fin.sum_univ_two]
    ring
  rw [key]
  by_cases h1 : x 1 = 0
  · have h0 : x 0 ≠ 0 := fun h0 => hx (by ext i; fin_cases i <;> simp [h0, h1])
    have hp : 0 < a * x 0 ^ 2 := by positivity
    simpa [h1] using hp
  · -- complete the square
    have hp : 0 < (a * x 0 + b * x 1) ^ 2 + (a * c - b ^ 2) * x 1 ^ 2 :=
      add_pos_of_nonneg_of_pos (sq_nonneg _) (mul_pos (sub_pos.2 h) (by positivity))
    refine pos_of_mul_pos_right (a := a) ?_ ha.le
    linarith
```

**(h)** Check that the hypotheses of (e) admit a coupling that does not commute with $D$.

Take $D=\mathrm{diag}(1,2)$, $K_1=\tfrac58D$, $T_1=-\tfrac15$, and the $K_2$, $T_2$ in the code. Entrywise arithmetic verifies both equations, and (g) the definiteness. The upper off-diagonal entries of $DK_2$ and $K_2D$ are $52/3$ and $104/3$. Here $T_1-T_2$ has eigenvalues $11/20$ and $1/20$.

```lean
/-- Two coupled excitations with gaps 1 and 2 meet all hypotheses of the monotonicity theorem,
with a second coupling that does not commute with the gap matrix. -/
theorem amplitude_antitone_witness :
    let D : Matrix (Fin 2) (Fin 2) ℝ := !![1, 0; 0, 2]
    let K₁ : Matrix (Fin 2) (Fin 2) ℝ := !![5/8, 0; 0, 5/4]
    let K₂ : Matrix (Fin 2) (Fin 2) ℝ := !![16, 52/3; 52/3, 64/3]
    let T₁ : Matrix (Fin 2) (Fin 2) ℝ := !![-1/5, 0; 0, -1/5]
    let T₂ : Matrix (Fin 2) (Fin 2) ℝ := !![-1/2, -1/4; -1/4, -1/2]
    D.PosDef ∧ K₁.PosSemidef ∧ (K₂ - K₁).PosSemidef ∧ IsRingAmplitude D K₁ T₁ ∧
      IsRingAmplitude D K₂ T₂ ∧ (1 - T₁ * T₁).PosDef ∧ D * K₂ ≠ K₂ * D := by
  intro D K₁ K₂ T₁ T₂
  have e1 : K₂ - K₁ = !![123/8, 52/3; 52/3, 241/12] := by
    ext i j
    fin_cases i <;> fin_cases j <;> norm_num [K₁, K₂]
  have e2 : 1 - T₁ * T₁ = !![24/25, 0; 0, 24/25] := by
    ext i j
    fin_cases i <;> fin_cases j <;> norm_num [T₁, Matrix.mul_apply, Fin.sum_univ_two]
  refine ⟨posDef_two (by norm_num) (by norm_num),
    (posDef_two (by norm_num) (by norm_num)).posSemidef, ?_, ⟨?_, ?_⟩, ⟨?_, ?_⟩, ?_, ?_⟩
  · rw [e1]
    exact (posDef_two (by norm_num) (by norm_num)).posSemidef
  · ext i j
    fin_cases i <;> fin_cases j <;> simp [T₁]
  · ext i j
    fin_cases i <;> fin_cases j <;> norm_num [D, K₁, T₁, Matrix.mul_apply, Fin.sum_univ_two]
  · ext i j
    fin_cases i <;> fin_cases j <;> simp [T₂]
  · ext i j
    fin_cases i <;> fin_cases j <;> norm_num [D, K₂, T₂, Matrix.mul_apply, Fin.sum_univ_two]
  · rw [e2]
    exact posDef_two (by norm_num) (by norm_num)
  · intro h
    have h01 := congrFun (congrFun h 0) 1
    norm_num [D, K₂, Matrix.mul_apply, Fin.sum_univ_two] at h01

end

end RingCCDMonotonicity
```

```lean
#print axioms RingCCDMonotonicity.amplitude_nonpos
```

```
'RingCCDMonotonicity.amplitude_nonpos' depends on axioms: [propext, Classical.choice, Quot.sound]
```
